# For the Hamiltonian σ_y, the resolvent at i is not symmetric, and its entrywise conjugate is not the resolvent at −i

The declaration concerns a two-level system with Hamiltonian `H = σ_y`, which is Hermitian but not real, and overlap matrix `S = 1`, so the basis is orthonormal. At the complex energy `z = i` it states that an explicit matrix `greenY` satisfies `(H - z S) * greenY = 1`, that `greenY` differs from its transpose, and that its entrywise conjugate, multiplied on the left by `H - conj z S`, does not give the identity. The attempt proves the first part by computing all four entries of the product. For the other two it assumes the equality and derives a contradiction from a single entry.

The failing Lean file:

```lean
import Mathlib

open scoped Matrix ComplexConjugate

namespace SigmaYCounterexample

noncomputable section

variable {n : Type*}

/-- The shifted matrix `H - z S` of a Hamiltonian `H` and an overlap matrix `S`. -/
def pencil (H S : Matrix n n ℂ) (z : ℂ) : Matrix n n ℂ := H - z • S

variable [Fintype n] [DecidableEq n]

/-- The Pauli matrix `σ_y`. -/
def sigmaY : Matrix (Fin 2) (Fin 2) ℂ := !![0, -Complex.I; Complex.I, 0]

/-- The inverse of `σ_y - i`, written out. -/
def greenY : Matrix (Fin 2) (Fin 2) ℂ :=
  !![Complex.I / 2, -Complex.I / 2; Complex.I / 2, Complex.I / 2]

/-- For `H = σ_y`, `S = 1` and `z = i` the inverse of `H - z S` is not symmetric, and its
entrywise conjugate does not invert `H - conj z S`. -/
theorem sigmaY_counterexample :
    pencil sigmaY 1 Complex.I * greenY = 1 ∧ greenYᵀ ≠ greenY ∧
    pencil sigmaY 1 (conj Complex.I) * greenY.map (starRingEnd ℂ) ≠ 1 := by
  refine ⟨?_, ?_, ?_⟩
  · ext i j
    fin_cases i <;> fin_cases j <;>
      simp [pencil, sigmaY, greenY, Matrix.mul_apply, Fin.sum_univ_succ,
        Complex.ext_iff] <;> norm_num
  · intro h
    have h01 := congrFun (congrFun h 0) 1
    norm_num [greenY, Complex.ext_iff] at h01
  · intro h
    have h00 := congrFun (congrFun h 0) 0
    norm_num [pencil, sigmaY, greenY, Matrix.mul_apply, Fin.sum_univ_succ,
      Complex.ext_iff] at h00

end

end SigmaYCounterexample
```

Lean reports:

```
Main.lean:29:2: error: unsolved goals
case refine_1.«1».«0»
⊢ -(1 / 2) + (1 1 (Fin.succ 0)).re * (1 / 2) = 0 ∧ (1 1 (Fin.succ 0)).im = 0

case refine_1.«1».«1»
⊢ 1 / 2 + (1 1 (Fin.succ 0)).re * (1 / 2) = 1 ∧ (1 1 (Fin.succ 0)).im = 0
```

The change, after which it compiles:

```diff
@@ -29,6 +29,6 @@
   · ext i j
     fin_cases i <;> fin_cases j <;>
-      simp [pencil, sigmaY, greenY, Matrix.mul_apply, Fin.sum_univ_succ,
-        Complex.ext_iff] <;> norm_num
+      simp [pencil, sigmaY, greenY, Matrix.mul_apply, Fin.sum_univ_two,
+        Matrix.one_apply, Complex.ext_iff] <;> norm_num
   · intro h
     have h01 := congrFun (congrFun h 0) 1
```

Cause. Both unsolved goals belong to the first part, in row 1 of the product. Each contains `1 1 (Fin.succ 0)`, where the first `1` is the identity matrix and the rest are its row and column indices. The column `Fin.succ 0` is the index 1, so this is a diagonal entry equal to 1, and with that value both goals are true arithmetic. The index was left in this form by `Fin.sum_univ_succ`, which splits a sum into its term at 0 and a sum over successors. Neither `simp` nor `norm_num` recognised `Fin.succ 0` as the row index `1`, so the entry was never evaluated.

The repair uses `Fin.sum_univ_two`, which writes the sum directly as the terms at `0` and `1`, so no `Fin.succ 0` arises. It also adds `Matrix.one_apply`, which turns an entry of the identity matrix into 1 if its indices are equal and 0 otherwise, a test `simp` can decide on the literals `0` and `1`. The messages do not show whether one of the two changes would have been enough.
